# The static Lindhard function for q > 2k_F as an integral over the Fermi sphere

## Free electrons coupled by one Fourier component

A free electron of mass \(m\) and wave vector \(\mathbf k\) has energy \(\hbar^2k^2/(2m)\), where \(k=|\mathbf k|\). The states with \(k\le k_F\) are occupied. A weak, real, local potential has the Fourier component \(V\) at wave vector \(\mathbf q\), and hence \(V^*\) at \(-\mathbf q\), normalised so that these two components contribute \(Ve^{i\mathbf q\cdot\mathbf r}+V^*e^{-i\mathbf q\cdot\mathbf r}\) to the potential energy. It couples \(\mathbf k\) to \(\mathbf k+\mathbf q\) and \(\mathbf k-\mathbf q\). We write \(q=|\mathbf q|\) and \(\mu\) for the cosine of the angle between \(\mathbf k\) and \(\mathbf q\), and we call

\[
\Delta(k,\mu)=\frac{\hbar^2}{2m}\left(|\mathbf k+\mathbf q|^2-k^2\right)
\]

the energy gap. The gap to \(\mathbf k-\mathbf q\) is \(\Delta(k,-\mu)\).

Integrals over the Fermi sphere carry the weight \(k^2\,dk\,d\mu\). The azimuthal factor \(2\pi\), the spin factor and the density of states in \(\mathbf k\)-space are left out. The dimensionless variables are \(x=q/(2k_F)\) and \(t=k/k_F\), and for \(x>1\) the static Lindhard function of the three-dimensional electron gas, scaled so that its value at \(q=0\) is 1, is

\[
F(x)=\frac12+\frac{1-x^2}{4x}\ln\frac{x+1}{x-1}.
\]

## From the shell integral to the energy

The claim is that, for \(x>1\),

\[
\frac1{2x}\int_0^1dt\int_{-1}^1d\mu\,\frac{t^2}{x+t\mu}=F(x).
\]

**Directions.** Let \(0\le t<x\). The denominator is positive, because \(x+t\mu=(x-t)+t(1+\mu)\). Since \(\partial_\mu\,[t\ln(x+t\mu)]=t^2/(x+t\mu)\),

\[
\int_{-1}^1\frac{t^2}{x+t\mu}\,d\mu=t\ln\frac{x+t}{x-t}.
\]

**Radius.** Write \(L(t)=\ln(x+t)-\ln(x-t)\), so that \(L'(t)=2x/(x^2-t^2)\). The function \(G(t)=xt+\tfrac12(t^2-x^2)L(t)\) satisfies

\[
G'(t)=x+tL(t)+\frac{t^2-x^2}{2}\cdot\frac{2x}{x^2-t^2}=tL(t),\qquad G(0)=0.
\]

For a sphere of radius \(s\) with \(0\le s<x\) this gives

\[
\int_0^s dt\int_{-1}^1 d\mu\,\frac{t^2}{x+t\mu}=sx+\frac{s^2-x^2}{2}\ln\frac{x+s}{x-s}.
\]

Setting \(s=1\) and dividing by \(2x\) yields \(F(x)\).

**Energy gaps.** From \(|\mathbf k+\mathbf q|^2=k^2+2kq\mu+q^2\) we obtain

\[
\Delta(k,\mu)=\frac{\hbar^2q}{m}\left(\frac q2+k\mu\right).
\]

If \(q>2k_F\), this is positive for every occupied state. The radial formula, with \(q/2\) in place of \(x\) and \(s=k_F\), gives

\[
\int_0^{k_F}\!dk\int_{-1}^1\!d\mu\,\frac{k^2}{\Delta(k,\mu)}
=\frac{m}{\hbar^2q}\left[\frac{k_Fq}{2}+\frac{k_F^2-q^2/4}{2}\ln\frac{q/2+k_F}{q/2-k_F}\right]
=\frac{mk_F}{\hbar^2}F\!\left(\frac q{2k_F}\right),
\]

where the last step inserts \(q=2k_Fx\).

**Second-order shift.** Non-degenerate second-order perturbation theory gives the state \(\mathbf k\) the shift

\[
\delta(k,\mu)=-\frac{|V|^2}{\Delta(k,\mu)}-\frac{|V|^2}{\Delta(k,-\mu)}.
\]

For every occupied state, both terms are negative when \(V\ne0\) and \(q>2k_F\). The substitution \(\mu\to-\mu\) shows that they contribute equally to the integral, so

\[
\int_0^{k_F}\!dk\int_{-1}^1\!d\mu\,k^2\,\delta(k,\mu)=-2|V|^2\,\frac{mk_F}{\hbar^2}\,F\!\left(\frac q{2k_F}\right).
\]

For non-interacting electrons and a local pseudopotential, this is, up to the omitted prefactor, the contribution of one pair \(\pm\mathbf q\) with \(q>2k_F\) to the second-order band-structure energy of a simple metal.

## The definitions in Lean

```lean
import Mathlib

open MeasureTheory

namespace FermiSphereLindhard

noncomputable section
```

All quantities except \(V\) are real numbers.

```lean
/-- The static Lindhard function in the form valid for `x = q / (2 kF) > 1`. -/
def lindhard (x : ℝ) : ℝ :=
  1 / 2 + (1 - x ^ 2) / (4 * x) * Real.log ((x + 1) / (x - 1))
```

`lindhard` is \(F\). The theorems use it only for arguments above 1.

```lean
/-- Kinetic energy of a free electron whose squared wave number is `p2`. -/
def kinetic (ħ m p2 : ℝ) : ℝ := ħ ^ 2 * p2 / (2 * m)
```

The argument `p2` is the square of the wave number, so no vectors or square roots are needed.

```lean
/-- Energy of the plane wave `k + q` minus that of `k`, where `μ` is the cosine of the angle between
`k` and `q`. -/
def energyGap (ħ m q k μ : ℝ) : ℝ :=
  kinetic ħ m (k ^ 2 + 2 * k * q * μ + q ^ 2) - kinetic ħ m (k ^ 2)
```

`energyGap` is \(\Delta(k,\mu)\), with \(|\mathbf k+\mathbf q|^2\) already expanded. The vectors enter only through `k`, `q` and `μ`.

```lean
/-- Second-order energy shift of the plane wave `k` coupled to `k + q` and `k - q` by a
potential with Fourier component `V`. -/
def secondOrderShift (ħ m : ℝ) (V : ℂ) (q k μ : ℝ) : ℝ :=
  -(‖V‖ ^ 2 / energyGap ħ m q k μ + ‖V‖ ^ 2 / energyGap ħ m q k (-μ))
```

`secondOrderShift` is \(\delta(k,\mu)\). The perturbation formula enters here as a definition; it is not derived from a Hamiltonian. The component `V` is complex, and only `‖V‖ ^ 2` appears.

## The dimensionless integral

```lean
/-- The denominator `x + t μ` is positive when `0 ≤ t < x` and `μ ≥ -1`. -/
theorem denom_pos {x t μ : ℝ} (ht : 0 ≤ t) (hx : t < x) (hμ : -1 ≤ μ) :
    0 < x + t * μ := by
  nlinarith [mul_nonneg ht (by linarith : 0 ≤ μ + 1)]
```

The product passed to `nlinarith` is \(t(\mu+1)\ge0\). Adding \(x-t>0\) gives the decomposition used by hand.

```lean
/-- The integral over directions on a shell of radius `t < x` gives a logarithm. -/
theorem angular_integral {x t : ℝ} (ht : 0 ≤ t) (hx : t < x) :
    ∫ μ in (-1 : ℝ)..1, t ^ 2 / (x + t * μ) = t * Real.log ((x + t) / (x - t)) := by
  have hμ : ∀ μ ∈ Set.uIcc (-1 : ℝ) 1, 0 < x + t * μ := by
    intro μ h
    rw [Set.uIcc_of_le (by norm_num)] at h
    exact denom_pos ht hx h.1
  -- the antiderivative in `μ` is `t log (x + t μ)`
  have hd : ∀ μ ∈ Set.uIcc (-1 : ℝ) 1,
      HasDerivAt (fun μ : ℝ => t * Real.log (x + t * μ)) (t ^ 2 / (x + t * μ)) μ := by
    intro μ h
    have h1 : HasDerivAt (fun μ : ℝ => x + t * μ) t μ :=
      (((hasDerivAt_id' μ).const_mul t).const_add x).congr_deriv (by ring)
    exact ((h1.log (hμ μ h).ne').const_mul t).congr_deriv (by ring)
  have hi : IntervalIntegrable (fun μ : ℝ => t ^ 2 / (x + t * μ)) volume (-1) 1 :=
    ContinuousOn.intervalIntegrable
      (ContinuousOn.div (by fun_prop) (by fun_prop) fun μ h => (hμ μ h).ne')
  have e1 : x + t * (-1) = x - t := by ring
  rw [intervalIntegral.integral_eq_sub_of_hasDerivAt hd hi,
    Real.log_div (by linarith : 0 < x + t).ne' (by linarith : 0 < x - t).ne']
  simp only [mul_one, e1]
  ring
```

This is the integral over directions. `hd` states that \(t\ln(x+t\mu)\) has the required derivative, and `hi` obtains integrability from continuity, which holds because the denominator does not vanish. The fundamental theorem of calculus, `intervalIntegral.integral_eq_sub_of_hasDerivAt`, then gives the difference of the end values, and `Real.log_div` matches it to the logarithm of the quotient.

```lean
/-- The integral of `t² / (x + t μ)` over a Fermi sphere of any radius `s < x`. -/
theorem sphere_integral {x s : ℝ} (hs : 0 ≤ s) (hx : s < x) :
    ∫ t in (0 : ℝ)..s, ∫ μ in (-1 : ℝ)..1, t ^ 2 / (x + t * μ) =
      s * x + (s ^ 2 - x ^ 2) / 2 * Real.log ((x + s) / (x - s)) := by
  have hb : ∀ t ∈ Set.uIcc (0 : ℝ) s, 0 ≤ t ∧ 0 < x + t ∧ 0 < x - t := by
    intro t h
    rw [Set.uIcc_of_le hs] at h
    exact ⟨h.1, by linarith [h.1], by linarith [h.2]⟩
  have hc : Set.EqOn (fun t : ℝ => ∫ μ in (-1 : ℝ)..1, t ^ 2 / (x + t * μ))
      (fun t : ℝ => t * (Real.log (x + t) - Real.log (x - t))) (Set.uIcc 0 s) := by
    intro t h
    obtain ⟨h0, hp, hm⟩ := hb t h
    show (∫ μ in (-1 : ℝ)..1, t ^ 2 / (x + t * μ)) =
      t * (Real.log (x + t) - Real.log (x - t))
    rw [angular_integral h0 (by linarith), Real.log_div hp.ne' hm.ne']
  -- the radial antiderivative, found by integrating by parts
  have hd : ∀ t ∈ Set.uIcc (0 : ℝ) s, HasDerivAt
      (fun t : ℝ => x * t + (t ^ 2 - x ^ 2) / 2 * (Real.log (x + t) - Real.log (x - t)))
      (t * (Real.log (x + t) - Real.log (x - t))) t := by
    intro t h
    obtain ⟨_, hp, hm⟩ := hb t h
    have h1 : HasDerivAt (fun t : ℝ => x + t) 1 t := (hasDerivAt_id' t).const_add x
    have h2 : HasDerivAt (fun t : ℝ => x - t) (-1) t := (hasDerivAt_id' t).const_sub x
    have h3 : HasDerivAt (fun t : ℝ => (t ^ 2 - x ^ 2) / 2) t t :=
      (((hasDerivAt_pow 2 t).sub_const (x ^ 2)).div_const 2).congr_deriv (by norm_num)
    have ha : (x + t) * (x + t)⁻¹ = 1 := mul_inv_cancel₀ hp.ne'
    have hb' : (x - t) * (x - t)⁻¹ = 1 := mul_inv_cancel₀ hm.ne'
    refine (((hasDerivAt_id' t).const_mul x).fun_add
      (h3.fun_mul ((h1.log hp.ne').fun_sub (h2.log hm.ne')))).congr_deriv ?_
    linear_combination (-(x - t) / 2) * ha + (-(x + t) / 2) * hb'
  have hi : IntervalIntegrable
      (fun t : ℝ => t * (Real.log (x + t) - Real.log (x - t))) volume 0 s :=
    ContinuousOn.intervalIntegrable (ContinuousOn.mul (by fun_prop)
      (ContinuousOn.sub
        (ContinuousOn.log (by fun_prop) fun t h => (hb t h).2.1.ne')
        (ContinuousOn.log (by fun_prop) fun t h => (hb t h).2.2.ne')))
  rw [intervalIntegral.integral_congr hc,
    intervalIntegral.integral_eq_sub_of_hasDerivAt hd hi,
    Real.log_div (by linarith : 0 < x + s).ne' (by linarith : 0 < x - s).ne']
  simp only [add_zero, sub_zero, sub_self, mul_zero]
  ring
```

The theorem covers every radius \(0\le s<x\), including \(s=0\), where both sides vanish. `hc` replaces the inner integral by \(t\,L(t)\) on the whole radial interval. `hd` differentiates \(G\): the product rule produces the inverses of \(x+t\) and \(x-t\), and `linear_combination` cancels them with `ha` and `hb'`. This is the cancellation of \(x\) against \(-x\) in \(G'\).

```lean
/-- For `x > 1` the integral of `t² / (x + t μ)` over `0 ≤ t ≤ 1` and `-1 ≤ μ ≤ 1`, multiplied by `1
/ (2 x)`, equals the Lindhard function. -/
theorem fermi_integral_eq_lindhard {x : ℝ} (hx : 1 < x) :
    1 / (2 * x) * ∫ t in (0 : ℝ)..1, ∫ μ in (-1 : ℝ)..1, t ^ 2 / (x + t * μ) =
      lindhard x := by
  have h0 : x ≠ 0 := by linarith
  rw [sphere_integral zero_le_one hx, lindhard]
  generalize Real.log ((x + 1) / (x - 1)) = L
  field_simp
  ring
```

For every real \(x>1\), the iterated integral, with \(\mu\) inside and \(t\) outside, multiplied by \(1/(2x)\) equals \(F(x)\). The proof sets \(s=1\) and treats the logarithm as an unknown `L`, after which only rational algebra remains. The approach to \(x=1\), where \(F\) tends to \(1/2\) with a slope that diverges to \(-\infty\), is left untreated by these theorems.

## Energies in physical units

```lean
/-- The free-electron energy gap is proportional to `q / 2 + k μ`. -/
theorem energyGap_eq (ħ m q k μ : ℝ) :
    energyGap ħ m q k μ = ħ ^ 2 * q / m * (q / 2 + k * μ) := by
  unfold energyGap kinetic
  ring
```

The factorisation of the gap is an algebraic identity for \(m\ne0\). Lean needs no such hypothesis, because its convention for division by zero makes both sides zero at \(m=0\).

```lean
/-- If `q > 2 k`, the plane wave `k + q` lies above `k` in energy for every direction. -/
theorem energyGap_pos {ħ m q k μ : ℝ} (hħ : ħ ≠ 0) (hm : 0 < m) (hk : 0 ≤ k)
    (hq : 2 * k < q) (hμ : -1 ≤ μ) : 0 < energyGap ħ m q k μ := by
  have hq0 : 0 < q := by linarith
  rw [energyGap_eq]
  exact mul_pos (by positivity) (denom_pos hk (by linarith) hμ)
```

The hypotheses are a nonzero \(\hbar\), a positive mass, \(k\ge0\), \(q>2k\) and \(\mu\ge-1\). The bracket \(q/2+k\mu\) has the form treated in `denom_pos`, with \(q/2\) as \(x\) and \(k\) as \(t\).

```lean
/-- For `q > 2 kF` all energy gaps on the Fermi sphere are positive, and the integral of their
inverses over the sphere, with weight `k² dk dμ`, is `m kF / ħ²` times the Lindhard function of `q /
(2 kF)`. -/
theorem inverse_gap_integral {ħ m kF q : ℝ} (hħ : ħ ≠ 0) (hm : 0 < m) (hk : 0 < kF)
    (hq : 2 * kF < q) :
    (∀ k ∈ Set.Icc 0 kF, ∀ μ ∈ Set.Icc (-1 : ℝ) 1, 0 < energyGap ħ m q k μ) ∧
    ∫ k in (0 : ℝ)..kF, ∫ μ in (-1 : ℝ)..1, k ^ 2 / energyGap ħ m q k μ =
      m * kF / ħ ^ 2 * lindhard (q / (2 * kF)) := by
  refine ⟨fun k h μ hμ => energyGap_pos hħ hm h.1 (by linarith [h.2]) hμ.1, ?_⟩
  have hq0 : q ≠ 0 := by linarith
  have hk0 : kF ≠ 0 := hk.ne'
  have hm0 : m ≠ 0 := hm.ne'
  have h : ∀ k μ : ℝ, k ^ 2 / energyGap ħ m q k μ =
      m / (ħ ^ 2 * q) * (k ^ 2 / (q / 2 + k * μ)) := by
    intro k μ
    rw [energyGap_eq, ← one_div_div (ħ ^ 2 * q) m, div_mul_div_comm, one_mul]
  simp_rw [h, intervalIntegral.integral_const_mul]
  rw [sphere_integral hk.le (by linarith)]
  -- measure wave numbers in units of `kF` inside the logarithm
  have e1 : q / 2 + kF = kF * (q / (2 * kF) + 1) := by field_simp
  have e2 : q / 2 - kF = kF * (q / (2 * kF) - 1) := by field_simp
  rw [e1, e2, mul_div_mul_left _ _ hk0, lindhard]
  generalize Real.log ((q / (2 * kF) + 1) / (q / (2 * kF) - 1)) = L
  field_simp
  ring
```

The statement has two parts. Every gap is positive for \(0\le k\le k_F\) and \(-1\le\mu\le1\), and the integral of \(k^2/\Delta\) equals \((mk_F/\hbar^2)F(q/(2k_F))\). In the proof, `h` extracts the constant \(m/(\hbar^2q)\), and `sphere_integral` evaluates what remains. The identities `e1` and `e2` take a factor \(k_F\) out of the numerator and denominator of the logarithm's argument, where it cancels.

```lean
/-- For `q > 2 kF` and `V ≠ 0` the second-order shift of every occupied state is negative, and its
integral over the Fermi sphere, with weight `k² dk dμ`, is `-2 |V|² m kF / ħ²` times the Lindhard
function of `q / (2 kF)`. -/
theorem second_order_energy {ħ m kF q : ℝ} {V : ℂ} (hħ : ħ ≠ 0) (hm : 0 < m)
    (hk : 0 < kF) (hq : 2 * kF < q) (hV : V ≠ 0) :
    (∀ k ∈ Set.Icc 0 kF, ∀ μ ∈ Set.Icc (-1 : ℝ) 1, secondOrderShift ħ m V q k μ < 0) ∧
    ∫ k in (0 : ℝ)..kF, ∫ μ in (-1 : ℝ)..1, k ^ 2 * secondOrderShift ħ m V q k μ =
      -2 * ‖V‖ ^ 2 * (m * kF / ħ ^ 2) * lindhard (q / (2 * kF)) := by
  obtain ⟨hpos, hint⟩ := inverse_gap_integral hħ hm hk hq
  have hneg : ∀ μ ∈ Set.Icc (-1 : ℝ) 1, -μ ∈ Set.Icc (-1 : ℝ) 1 :=
    fun μ h => ⟨by linarith [h.2], by linarith [h.1]⟩
  constructor
  · intro k h μ hμ
    have hv : 0 < ‖V‖ ^ 2 := pow_pos (norm_pos_iff.mpr hV) 2
    have a := div_pos hv (hpos k h μ hμ)
    have b := div_pos hv (hpos k h (-μ) (hneg μ hμ))
    unfold secondOrderShift
    linarith
  have key : Set.EqOn
      (fun k : ℝ => ∫ μ in (-1 : ℝ)..1, k ^ 2 * secondOrderShift ħ m V q k μ)
      (fun k : ℝ => (-2 * ‖V‖ ^ 2) * ∫ μ in (-1 : ℝ)..1, k ^ 2 / energyGap ħ m q k μ)
      (Set.uIcc 0 kF) := by
    intro k h
    rw [Set.uIcc_of_le hk.le] at h
    have hu : Set.uIcc (-1 : ℝ) 1 = Set.Icc (-1) 1 := Set.uIcc_of_le (by norm_num)
    have i1 : IntervalIntegrable (fun μ : ℝ => k ^ 2 / energyGap ħ m q k μ)
        volume (-1) 1 :=
      ContinuousOn.intervalIntegrable (ContinuousOn.div (by fun_prop)
        (by unfold energyGap kinetic; fun_prop)
        fun μ hμ => (hpos k h μ (hu ▸ hμ)).ne')
    have i2 : IntervalIntegrable (fun μ : ℝ => k ^ 2 / energyGap ħ m q k (-μ))
        volume (-1) 1 :=
      ContinuousOn.intervalIntegrable (ContinuousOn.div (by fun_prop)
        (by unfold energyGap kinetic; fun_prop)
        fun μ hμ => (hpos k h (-μ) (hneg μ (hu ▸ hμ))).ne')
    -- reflection `μ → -μ` exchanges the couplings to `k + q` and `k - q`
    have hr := intervalIntegral.integral_comp_neg (a := (-1 : ℝ)) (b := 1)
      (fun μ : ℝ => k ^ 2 / energyGap ħ m q k μ)
    rw [neg_neg] at hr
    have hs : ∀ μ : ℝ, k ^ 2 * secondOrderShift ħ m V q k μ = (-‖V‖ ^ 2) *
        (k ^ 2 / energyGap ħ m q k μ + k ^ 2 / energyGap ħ m q k (-μ)) := by
      intro μ
      unfold secondOrderShift
      ring
    simp only [hs]
    rw [intervalIntegral.integral_const_mul, intervalIntegral.integral_add i1 i2, hr]
    ring
  rw [intervalIntegral.integral_congr key, intervalIntegral.integral_const_mul, hint]
  ring

end

end FermiSphereLindhard
```

The first part says that every occupied state is lowered; the second gives the integrated shift. The sign follows from the positive gaps at \(\mu\) and \(-\mu\). For the integral, `i1` and `i2` establish that the two couplings may be integrated separately, and `hr` is the reflection \(\mu\to-\mu\) that makes them equal. `key` collects this for each shell, and `hint` supplies the value from the preceding theorem.

```lean
#print axioms FermiSphereLindhard.fermi_integral_eq_lindhard
#print axioms FermiSphereLindhard.second_order_energy
```

```
'FermiSphereLindhard.fermi_integral_eq_lindhard' depends on axioms: [propext, Classical.choice, Quot.sound]
'FermiSphereLindhard.second_order_energy' depends on axioms: [propext, Classical.choice, Quot.sound]
```

## A smaller wave vector and a full three-dimensional integral

The condition \(q>2k_F\) places both \(\mathbf k+\mathbf q\) and \(\mathbf k-\mathbf q\) outside the Fermi sphere for every occupied \(\mathbf k\). Without it, the sign statement fails. Take \(\hbar=m=k_F=1\), \(q=3/2\), and the occupied state \(k=1\), \(\mu=-1\). Its energy is \(1/2\), and it couples to states with energies \(1/8\) and \(25/8\). The shift is

\[
|V|^2\left(\frac1{1/2-1/8}+\frac1{1/2-25/8}\right)=\frac{16}{7}|V|^2,
\]

which is positive for \(V\ne0\): the lower state, itself occupied, pushes this one up. The condition \(V\ne0\) matters only for the strict sign, since at \(V=0\) every shift is zero.

The sphere could also have been modelled as a ball in three-dimensional \(\mathbf k\)-space, with the density of states \(2/(2\pi)^3\) per unit volume, including spin. The azimuthal integral would supply \(2\pi\), and the integrated shift would be multiplied by \(1/(2\pi^2)\), giving the energy per volume

\[
-\frac{mk_F}{\pi^2\hbar^2}\,|V|^2\,F\!\left(\frac q{2k_F}\right).
\]

The dependence on \(q\) would be the same, but the proof would need a change to spherical coordinates before the shell integral could be used.
